# Aligning $n$ spin-half factors with the momentum gives Weyl energy $n\lVert k\rVert/2$ and $n$-th powers of loop overlaps

Take two spin-half factors, both in a state $u$ aligned with the momentum $k$, so that $(k\cdot\sigma)u=\lVert k\rVert u$. Let each contribute half of its own $k\cdot\sigma$ to the energy:

$$\tfrac12\big[(k\cdot\sigma)\otimes 1+1\otimes(k\cdot\sigma)\big]\,u\otimes u=\tfrac12\big(\lVert k\rVert+\lVert k\rVert\big)\,u\otimes u=\lVert k\rVert\,u\otimes u .$$

Overlaps multiply in the same way: $\langle u\otimes u|v\otimes v\rangle=\langle u|v\rangle^2$.

In numbers, let $k=(3,0,4)$, with $\lVert k\rVert=5$. Then $k\cdot\sigma=\begin{pmatrix}4&3\\3&-4\end{pmatrix}$ and $u=(3,1)$ is aligned, since $(12+3,\,9-4)=5\,(3,1)$. The pair state is $(9,3,3,1)$. In its second component the first factor contributes $4\cdot3+3\cdot1=15$ and the second $3\cdot9-4\cdot3=15$; half the sum is $15=5\cdot3$, as it should be.

This is the top band of a spin-one Weyl node. With $n$ factors the same mechanism gives the top-band energy and Berry phase of a spin-$n/2$ node whose band Hamiltonian is $k\cdot S$, with $S$ the spin-$n/2$ matrices.

## Energy that is a sum over factors

The Hamiltonian is taken to be a sum of one-factor terms,
$$H_n(k)=\tfrac12\sum_i (k\cdot\sigma)_i ,$$
where $(k\cdot\sigma)_i$ acts on factor $i$ alone. The factors share one momentum and are not coupled to each other. At a band node they are not separate electrons: their symmetric states serve to build the $n+1$ components of a single electron's state. The coefficient of $k\cdot S$ is set to one, with $\hbar=1$, so the top band has group velocity $n/2$. The chirality is positive.

In Lean 4 with Mathlib:

```lean
import Mathlib

open Matrix

namespace HigherSpinWeyl

noncomputable section
```

The components `k 0`, `k 1`, `k 2` are $k_x,k_y,k_z$, and spin index 0 is up along $z$.

```lean
/-- The spin-half Weyl matrix `k·σ` at momentum `k`, written out in the basis of `σ_z`. -/
def kSigma (k : EuclideanSpace ℝ (Fin 3)) : Matrix (Fin 2) (Fin 2) ℂ :=
  !![(k 2 : ℂ), (k 0 : ℂ) - (k 1 : ℂ) * Complex.I;
     (k 0 : ℂ) + (k 1 : ℂ) * Complex.I, -(k 2 : ℂ)]
```

A state of $n$ factors is a function of a string $s$ of $n$ spin indices, and a product state has entries $\prod_i v_i(s_i)$.

```lean
/-- The product state of `n` spinors `v i`, as a function of the `n` spin indices. -/
def prodState {n : ℕ} (v : Fin n → Fin 2 → ℂ) : (Fin n → Fin 2) → ℂ :=
  fun s => ∏ i, v i (s i)

/-- The `n`-fold tensor power of a spinor `u`. -/
def tensorPower (n : ℕ) (u : Fin 2 → ℂ) : (Fin n → Fin 2) → ℂ :=
  prodState (fun _ : Fin n => u)
```

A matrix $A$ on factor $i$ acts as $(A_i\psi)(s)=\sum_b A_{s_i b}\,\psi(s\text{ with }s_i\to b)$.

```lean
/-- The operator that acts as the matrix `A` on factor `i` and as the identity on the others. -/
def siteOp {n : ℕ} (A : Matrix (Fin 2) (Fin 2) ℂ) (i : Fin n) :
    ((Fin n → Fin 2) → ℂ) →ₗ[ℂ] ((Fin n → Fin 2) → ℂ) where
  toFun ψ := fun s => ∑ b, A (s i) b * ψ (Function.update s i b)
  map_add' φ ψ := by
    ext s
    simp only [Pi.add_apply, mul_add, Finset.sum_add_distrib]
  map_smul' c ψ := by
    ext s
    simp only [Pi.smul_apply, smul_eq_mul, RingHom.id_apply, Finset.mul_sum, mul_left_comm]

/-- The Weyl Hamiltonian of `n` spin-half factors: half the sum of the `n` single-factor
copies of `k·σ`. -/
def weylHam (n : ℕ) (k : EuclideanSpace ℝ (Fin 3)) :
    ((Fin n → Fin 2) → ℂ) →ₗ[ℂ] ((Fin n → Fin 2) → ℂ) :=
  (1 / 2 : ℂ) • ∑ i : Fin n, siteOp (kSigma k) i
```

Overlaps conjugate the first state. In the loop product, $j+1$ is taken cyclically, so the last state is followed by the first.

```lean
/-- The product of successive overlaps `⟨ψ_j|ψ_{j+1}⟩` around a closed chain of states,
the last state being followed by the first. -/
def loopProduct {ι : Type*} [Fintype ι] {m : ℕ} (ψ : Fin (m + 1) → ι → ℂ) : ℂ :=
  ∏ j, star (ψ j) ⬝ᵥ ψ (j + 1)
```

On a product state, everything except factor $i$ comes out of the sum:
$$\sum_b A_{s_i b}\,v_i(b)\prod_{j\ne i}v_j(s_j)=(Av_i)(s_i)\prod_{j\ne i}v_j(s_j).$$
The proof makes the same split with `Finset.mul_prod_erase`, once for each side.

```lean
/-- A one-factor operator sends a product state to the product state in which only that
factor has been acted on. -/
theorem siteOp_prodState {n : ℕ} (A : Matrix (Fin 2) (Fin 2) ℂ) (i : Fin n)
    (v : Fin n → Fin 2 → ℂ) :
    siteOp A i (prodState v) = prodState (Function.update v i (A *ᵥ v i)) := by
  ext s
  -- split off factor `i` on both sides
  have h1 : ∀ b, ∏ j, v j (Function.update s i b j)
      = v i b * ∏ j ∈ Finset.univ.erase i, v j (s j) := by
    intro b
    rw [← Finset.mul_prod_erase Finset.univ (fun j => v j (Function.update s i b j))
      (Finset.mem_univ i), Function.update_self]
    congr 1
    exact Finset.prod_congr rfl fun j hj => by
      rw [Function.update_of_ne (Finset.ne_of_mem_erase hj)]
  have h2 : ∏ j, Function.update v i (A *ᵥ v i) j (s j)
      = (A *ᵥ v i) (s i) * ∏ j ∈ Finset.univ.erase i, v j (s j) := by
    rw [← Finset.mul_prod_erase Finset.univ
      (fun j => Function.update v i (A *ᵥ v i) j (s j)) (Finset.mem_univ i),
      Function.update_self]
    congr 1
    exact Finset.prod_congr rfl fun j hj => by
      rw [Function.update_of_ne (Finset.ne_of_mem_erase hj)]
  change ∑ b, A (s i) b * ∏ j, v j (Function.update s i b j)
    = ∏ j, Function.update v i (A *ᵥ v i) j (s j)
  rw [h2]
  simp only [h1, Matrix.mulVec, dotProduct, Finset.sum_mul, mul_assoc]
```

Some couplings between factors would spoil the eigenvalue equation. For $k$ along $x$ and $u=(1,1)$, the term $\sigma_z\otimes\sigma_z$ sends $(1,1,1,1)$ to $(1,-1,-1,1)$.

## Each factor in an eigenstate of $k\cdot\sigma$

Let $(k\cdot\sigma)v_i=c_iv_i$: every spin points along or against the momentum, if $k\neq0$ and the $v_i$ are nonzero. Then $(k\cdot\sigma)_i$ multiplies the product state by $c_i$, and $H_n$ multiplies it by $\tfrac12\sum_ic_i$. With $p$ factors antialigned and the rest aligned, the energy is $(n-2p)\lVert k\rVert/2$.

In the proof, `hs` is the one-factor statement; the closing lines add the eigenvalues.

```lean
/-- If each factor `v i` satisfies `(k·σ) v i = c i v i`, the Weyl Hamiltonian multiplies the
product state by half the sum of the `c i`. -/
theorem weylHam_prodState {n : ℕ} (k : EuclideanSpace ℝ (Fin 3))
    (v : Fin n → Fin 2 → ℂ) (c : Fin n → ℂ) (h : ∀ i, kSigma k *ᵥ v i = c i • v i) :
    weylHam n k (prodState v) = ((∑ i, c i) / 2) • prodState v := by
  -- each single-factor copy contributes its own eigenvalue
  have hs : ∀ i, siteOp (kSigma k) i (prodState v) = c i • prodState v := by
    intro i
    rw [siteOp_prodState, h i]
    ext s
    change ∏ j, Function.update v i (c i • v i) j (s j) = c i * ∏ j, v j (s j)
    rw [← Finset.mul_prod_erase Finset.univ
        (fun j => Function.update v i (c i • v i) j (s j)) (Finset.mem_univ i),
      ← Finset.mul_prod_erase Finset.univ (fun j => v j (s j)) (Finset.mem_univ i),
      Function.update_self, Pi.smul_apply, smul_eq_mul, mul_assoc]
    congr 2
    exact Finset.prod_congr rfl fun j hj => by
      rw [Function.update_of_ne (Finset.ne_of_mem_erase hj)]
  simp only [weylHam, LinearMap.smul_apply, LinearMap.sum_apply, hs]
  rw [← Finset.sum_smul, smul_smul]
  congr 1
  ring
```

Without any eigenvector condition the conclusion fails for $n\ge1$. For $k$ the unit vector along $z$ and all factors equal to $(1,1)$, $H_n$ gives $n/2$ at the all-up string and $-n/2$ at the all-down string, where the state itself has equal entries.

## A nonzero spinor, aligned with $k$

Setting every $v_i=u$ and $c_i=\lVert k\rVert$ gives the energy $n\lVert k\rVert/2$. Alignment enters the proof as `h`, passed to the previous theorem.

The condition $u\neq0$ says that there is a physical state at all. Some component $u(b)$ is then nonzero, and the tensor power has the entry $u(b)^n\neq0$ at the string that repeats $b$. The first half of the proof reads off this entry. For $u=0$ and $n\ge1$ the eigenvalue equation would still hold, but for the zero vector.

```lean
/-- If `u` is a nonzero spinor with `(k·σ) u = ‖k‖ u`, its `n`-fold tensor power is a nonzero
eigenvector of the Weyl Hamiltonian of `n` factors, with eigenvalue `n ‖k‖ / 2`. -/
theorem tensorPower_eigenvector (n : ℕ) (k : EuclideanSpace ℝ (Fin 3)) (u : Fin 2 → ℂ)
    (hu : u ≠ 0) (h : kSigma k *ᵥ u = (‖k‖ : ℂ) • u) :
    tensorPower n u ≠ 0 ∧
      weylHam n k (tensorPower n u) = ((n : ℂ) * (‖k‖ : ℂ) / 2) • tensorPower n u := by
  constructor
  · -- look at the component in which every index is a `b` with `u b ≠ 0`
    obtain ⟨b, hb⟩ := Function.ne_iff.mp hu
    intro h0
    have h1 : ∏ _i : Fin n, u b = 0 := congrFun h0 (fun _ => b)
    exact Finset.prod_ne_zero_iff.mpr (fun _ _ => hb) h1
  · rw [tensorPower, weylHam_prodState k _ (fun _ => (‖k‖ : ℂ)) (fun _ => h)]
    congr 1
    simp
```

Permuting the factors only reorders a product of numbers, so the tensor power is symmetric.

```lean
/-- The tensor power of a spinor is unchanged by every permutation of its factors. -/
theorem tensorPower_symmetric (n : ℕ) (u : Fin 2 → ℂ) (p : Equiv.Perm (Fin n))
    (s : Fin n → Fin 2) : tensorPower n u (s ∘ p) = tensorPower n u s :=
  Equiv.prod_comp p (fun i => u (s i))
```

To apply this to a crystal, one must identify its Hamiltonian near the node with $H_n$ restricted to symmetric states, which is $k\cdot S$ for spin $n/2$. That identification comes from angular-momentum theory and the band structure, not from the code.

## A chain of states that closes

The sum over strings factorises:
$$\sum_s\prod_i\overline{u(s_i)}\,v(s_i)=\prod_i\sum_b\overline{u(b)}\,v(b)=\langle u|v\rangle^n .$$
`Fintype.sum_pow` supplies this step.

```lean
/-- The overlap of two `n`-fold tensor powers is the `n`-th power of the spinor overlap. -/
theorem overlap_tensorPower (n : ℕ) (u v : Fin 2 → ℂ) :
    star (tensorPower n u) ⬝ᵥ tensorPower n v = (star u ⬝ᵥ v) ^ n := by
  have h : (∑ b, star (u b) * v b) ^ n
      = ∑ s : Fin n → Fin 2, ∏ i, star (u (s i)) * v (s i) := Fintype.sum_pow _ n
  change ∑ s : Fin n → Fin 2, star (∏ i, u (s i)) * ∏ i, v (s i)
    = (∑ b, star (u b) * v b) ^ n
  rw [h]
  exact Finset.sum_congr rfl fun s _ => by rw [star_prod, ← Finset.prod_mul_distrib]
```

Multiplying around the loop gives
$$\prod_j\langle u_j|u_{j+1}\rangle^n=\Big(\prod_j\langle u_j|u_{j+1}\rangle\Big)^n .$$
The spinors need be neither normalised nor eigenvectors.

```lean
/-- Around any closed chain of spinors, the overlap product of the `n`-fold tensor powers is
the `n`-th power of the spin-half overlap product. -/
theorem loopProduct_tensorPower (n : ℕ) {m : ℕ} (u : Fin (m + 1) → Fin 2 → ℂ) :
    loopProduct (fun j => tensorPower n (u j)) = loopProduct u ^ n := by
  simp only [loopProduct, overlap_tensorPower, Finset.prod_pow]
```

Closure matters for the physics. Each spinor appears once as a bra and once as a ket, so its arbitrary phase cancels. An open chain would factorise too, but its phase would depend on the phases chosen for the end states.

## A loop product written as $r\,e^{-i\gamma}$

For $r>0$, this hypothesis defines the discrete Berry phase $\gamma$, modulo $2\pi$. Raising to the $n$-th power gives $r^ne^{-in\gamma}$, so the phase becomes $n\gamma$. The theorem admits any real $r$; for $r=0$ there is no phase to speak of.

```lean
/-- If the spin-half overlap product is `r exp(-iγ)`, that of the `n`-fold tensor powers is
`r^n exp(-inγ)`. -/
theorem loopProduct_phase (n : ℕ) {m : ℕ} (u : Fin (m + 1) → Fin 2 → ℂ) (r γ : ℝ)
    (h : loopProduct u = r * Complex.exp (-(γ * Complex.I))) :
    loopProduct (fun j => tensorPower n (u j))
      = (r : ℂ) ^ n * Complex.exp (-(n * γ * Complex.I)) := by
  rw [loopProduct_tensorPower, h, mul_pow, ← Complex.exp_nat_mul]
  congr 2
  ring
```

In a band calculation, one diagonalises the Hamiltonian at successive momenta on a loop, multiplies the overlaps of the chosen band's eigenvectors, and takes minus the argument. For the top band of the spin-$n/2$ model, this product is the $n$-th power of the two-component one.

## The loop through $x$, $y$ and $z$

The spinors $(1,1)$, $(1,i)$ and $(1,0)$ are aligned with the three axes.

```lean
/-- The spinors `(1,1)`, `(1,i)`, `(1,0)`, not normalised. -/
def octantSpinor : Fin 3 → Fin 2 → ℂ :=
  ![![1, 1], ![1, Complex.I], ![1, 0]]
```

Their successive overlaps are $1+i$, $1$ and $1$. The proof checks the eigenvalue equations component by component and then multiplies these three numbers.

```lean
/-- The spinors `(1,1)`, `(1,i)`, `(1,0)` satisfy `(k·σ) u = ‖k‖ u` for `k` the unit vectors
along `x`, `y`, `z`, and the overlap product of their `n`-fold tensor powers around this loop
is `(1+i)^n`. -/
theorem octant_witness (n : ℕ) :
    (∀ j : Fin 3, kSigma (EuclideanSpace.single j 1) *ᵥ octantSpinor j
      = (‖(EuclideanSpace.single j 1 : EuclideanSpace ℝ (Fin 3))‖ : ℂ) • octantSpinor j) ∧
    loopProduct (m := 2) (fun j => tensorPower n (octantSpinor j)) = (1 + Complex.I) ^ n := by
  constructor
  · intro j
    have hn : ‖(EuclideanSpace.single j 1 : EuclideanSpace ℝ (Fin 3))‖ = 1 := by simp
    rw [hn]
    fin_cases j <;> ext b <;> fin_cases b <;>
      simp [kSigma, octantSpinor, Matrix.mulVec, dotProduct, Fin.sum_univ_two]
  · rw [loopProduct_tensorPower]
    congr 1
    -- the three overlaps are `1 + i`, `1` and `1`
    have h : loopProduct (m := 2) octantSpinor
        = (star (octantSpinor 0) ⬝ᵥ octantSpinor 1) * (star (octantSpinor 1) ⬝ᵥ octantSpinor 2)
          * (star (octantSpinor 2) ⬝ᵥ octantSpinor 0) := Fin.prod_univ_three _
    rw [h]
    simp [octantSpinor, dotProduct, Fin.sum_univ_two]

end

end HigherSpinWeyl
```

The squared norms are $2$, $2$ and $1$, so the normalised spin-half product is $(1+i)/4$, with $\gamma=-\pi/4$. This is minus half the solid angle $\pi/2$ of the octant. For $n=2$ the normalised product is $(1+i)^2/16=i/8$, and the phase doubles to $-\pi/2$.

```lean
#print axioms HigherSpinWeyl.tensorPower_eigenvector
-- 'HigherSpinWeyl.tensorPower_eigenvector' depends on axioms: [propext, Classical.choice, Quot.sound]
#print axioms HigherSpinWeyl.tensorPower_symmetric
-- 'HigherSpinWeyl.tensorPower_symmetric' depends on axioms: [propext, Classical.choice, Quot.sound]
#print axioms HigherSpinWeyl.loopProduct_tensorPower
-- 'HigherSpinWeyl.loopProduct_tensorPower' depends on axioms: [propext, Classical.choice, Quot.sound]
#print axioms HigherSpinWeyl.loopProduct_phase
-- 'HigherSpinWeyl.loopProduct_phase' depends on axioms: [propext, Classical.choice, Quot.sound]
```
